# On finitely many nonzero wavevectors, the Poisson solve has norm $4\pi/g^2$, where $g$ is the smallest length

## Question

I have a periodic charge density stored as plane-wave coefficients, and I get its electrostatic potential by multiplying each coefficient $\rho_G$ by $4\pi/\|G\|^2$, with the $G=0$ term left out. The density always carries some error, and the potential inherits it. Long waves are clearly the dangerous ones, since their factor is the largest.

I would like a sharp version of this. If $g$ is the length of the shortest wavevector I keep, is $4\pi/g^2$ exactly the worst amplification of an error, measured by the root of the summed squared coefficients? And which errors reach it: only those made entirely of the shortest waves, or can a mixture with shorter wavelengths do equally well? I'd like to see the argument made rigorous and checked by machine.

## Answer

Yes, $4\pi/g^2$ is exactly the worst amplification, and a nonzero error reaches it only if it consists entirely of waves of length $\|G\|=g$. Any admixture of longer wavevectors lowers the ratio strictly.

### Comparing the two norms wave by wave

Let $S$ be a finite, nonempty set of nonzero vectors in $\mathbb{R}^d$, and let $g$ be the smallest norm in $S$. In Gaussian units the Poisson equation is $-\nabla^2 V = 4\pi\rho$. On a plane wave $e^{iG\cdot r}$ the operator $-\nabla^2$ acts as multiplication by $\|G\|^2$, so the coefficients satisfy

$$\|G\|^2\, V_G = 4\pi \rho_G .$$

Since $G\neq 0$, we may divide. The solution is $V_G = v_G\,\rho_G$ with the Coulomb factor $v_G = 4\pi/\|G\|^2$. Call this linear map $P$, and measure coefficients by $\|\rho\|^2=\sum_{G\in S}|\rho_G|^2$. Because $P$ is linear, an error $\delta$ in the density becomes the error $P\delta$ in the potential.

Put $c = 4\pi/g^2$. Every $G\in S$ has $\|G\|\ge g>0$, hence $0<v_G\le c$. Equality $v_G=c$ means $\|G\|^2=g^2$, and since both lengths are positive, this means $\|G\|=g$.

Now compare the two squared norms:

$$c^2\|\delta\|^2-\|P\delta\|^2=\sum_{G\in S}c^2|\delta_G|^2-\sum_{G\in S}v_G^2|\delta_G|^2=\sum_{G\in S}(c^2-v_G^2)\,|\delta_G|^2 .$$

No term on the right is negative, so $\|P\delta\|\le c\,\|\delta\|$.

Equality holds exactly when the sum is zero. A sum of nonnegative terms is zero only if every term is, so for each $G$ either $\delta_G=0$ or $v_G=c$. In other words, every $G$ with $\delta_G\ne0$ has $\|G\|=g$.

Finally, choose $G_0\in S$ with $\|G_0\|=g$ and let $\delta$ have coefficient $1$ at $G_0$ and $0$ elsewhere. Then $\|\delta\|=1$ and $\|P\delta\|=c$, so the bound is attained and the operator norm is exactly $c$.

As an example of a mixture, let $S$ contain one vector of length $g$ and one of length $2g$. Their factors are $c$ and $c/4$. An error with equal weight on both is amplified by $c\sqrt{(1+1/16)/2}\approx 0.73\,c$.

If the shortest wavevector has length $g=2\pi/L$, as for a cubic cell of side $L$, then

$$\frac{4\pi}{g^2}=\frac{4\pi L^2}{4\pi^2}=\frac{L^2}{\pi}.$$

Doubling $L$ makes the worst case four times as large. In plane-wave electronic structure calculations this is the long-wavelength sensitivity of the Hartree potential in large cells, treated here for a single linear solve on finitely many waves and not for the self-consistent iteration around it.

### The Lean file

```lean
import Mathlib

open scoped Real

namespace PoissonStability

noncomputable section

/-- Reciprocal space in `d` dimensions. -/
abbrev Recip (d : ℕ) := EuclideanSpace ℝ (Fin d)

/-- Complex plane-wave coefficients on a finite set `S` of reciprocal vectors, with the
`ℓ²` norm. -/
abbrev Coeffs {d : ℕ} (S : Finset (Recip d)) := EuclideanSpace ℂ S

variable {d : ℕ} {S : Finset (Recip d)} {g : ℝ}

/-- The Coulomb factor `4π / ‖G‖²` of a reciprocal vector. -/
def coulomb (G : Recip d) : ℝ := 4 * π / ‖G‖ ^ 2

/-- The Poisson solve: each density coefficient is multiplied by its Coulomb factor. -/
def poissonSolve (S : Finset (Recip d)) : Coeffs S →L[ℂ] Coeffs S :=
  LinearMap.toContinuousLinearMap
    { toFun := fun ρ => WithLp.toLp 2 fun G => (coulomb (G : Recip d) : ℂ) * ρ G
      map_add' := by
        intro ρ σ
        ext G
        simp [mul_add]
      map_smul' := by
        intro c ρ
        ext G
        simp [mul_left_comm] }

/-- The potential coefficient at `G` is the Coulomb factor times the density coefficient. -/
theorem poissonSolve_apply (ρ : Coeffs S) (G : S) :
    poissonSolve S ρ G = (coulomb (G : Recip d) : ℂ) * ρ G := rfl

/-- Without the zero vector in the set, `V` is the output of the Poisson solve exactly when it
satisfies the Poisson equation `‖G‖² V_G = 4π ρ_G` for every `G`. -/
theorem eq_poissonSolve_iff (h0 : (0 : Recip d) ∉ S) (ρ V : Coeffs S) :
    V = poissonSolve S ρ ↔
      ∀ G : S, ((‖(G : Recip d)‖ : ℝ) : ℂ) ^ 2 * V G = 4 * (π : ℂ) * ρ G := by
  have hne : ∀ G : S, ((‖(G : Recip d)‖ : ℝ) : ℂ) ≠ 0 := by
    intro G h
    have hG : (G : Recip d) = 0 := norm_eq_zero.1 (Complex.ofReal_eq_zero.1 h)
    exact h0 (hG ▸ G.2)
  constructor
  · rintro rfl G
    have := hne G
    rw [poissonSolve_apply, coulomb]
    push_cast
    field_simp
  · intro h
    ext G
    rw [poissonSolve_apply, coulomb]
    push_cast
    rw [div_mul_eq_mul_div, eq_div_iff (pow_ne_zero 2 (hne G))]
    linear_combination h G

/-- The smallest norm in a set of nonzero reciprocal vectors is positive. -/
theorem shortest_pos (h0 : (0 : Recip d) ∉ S)
    (hg : IsLeast (norm '' (S : Set (Recip d))) g) : 0 < g := by
  obtain ⟨⟨G, hG, rfl⟩, _⟩ := hg
  refine norm_pos_iff.mpr ?_
  rintro rfl
  exact h0 (Finset.mem_coe.1 hG)

/-- For vectors no shorter than `g > 0`, the Coulomb factor is at most `4π / g²`, with equality
exactly when the vector has length `g`. -/
theorem coulomb_le_and_eq_iff {G : Recip d} (hg : 0 < g) (hG : g ≤ ‖G‖) :
    coulomb G ≤ 4 * π / g ^ 2 ∧ (coulomb G = 4 * π / g ^ 2 ↔ ‖G‖ = g) := by
  have hp : 0 < ‖G‖ := hg.trans_le hG
  refine ⟨?_, ?_, ?_⟩
  · unfold coulomb
    gcongr
  · intro h
    unfold coulomb at h
    rw [div_eq_div_iff (pow_pos hp 2).ne' (pow_pos hg 2).ne'] at h
    have h2 := mul_left_cancel₀ (by positivity : (4 * π : ℝ) ≠ 0) h
    exact ((pow_left_inj₀ hg.le hp.le two_ne_zero).1 h2).symm
  · intro h
    unfold coulomb
    rw [h]

/-- The gap between `c² ‖ρ‖²` and the squared norm of the potential is a sum of independent
contributions of the plane waves. -/
theorem deficit_eq_sum (ρ : Coeffs S) (c : ℝ) :
    c ^ 2 * ‖ρ‖ ^ 2 - ‖poissonSolve S ρ‖ ^ 2 =
      ∑ G : S, (c ^ 2 - coulomb (G : Recip d) ^ 2) * ‖ρ G‖ ^ 2 := by
  rw [EuclideanSpace.norm_sq_eq, EuclideanSpace.norm_sq_eq, Finset.mul_sum,
    ← Finset.sum_sub_distrib]
  refine Finset.sum_congr rfl fun G _ => ?_
  rw [poissonSolve_apply, norm_mul, Complex.norm_real, Real.norm_eq_abs, mul_pow, sq_abs]
  ring

/-- Sharp stability of the Poisson solve: on a finite set of nonzero reciprocal vectors with
smallest norm `g` its operator norm is `4π / g²`, and a density error is amplified by this factor
exactly when it is supported on vectors of length `g`. -/
theorem poissonSolve_sharp_stability (h0 : (0 : Recip d) ∉ S)
    (hg : IsLeast (norm '' (S : Set (Recip d))) g) :
    ‖poissonSolve S‖ = 4 * π / g ^ 2 ∧
      ∀ δ : Coeffs S, ‖poissonSolve S δ‖ = 4 * π / g ^ 2 * ‖δ‖ ↔
        ∀ G : S, δ G ≠ 0 → ‖(G : Recip d)‖ = g := by
  classical
  have hpos := shortest_pos h0 hg
  have hc : 0 ≤ 4 * π / g ^ 2 := by positivity
  have hv : ∀ G : S, 0 ≤ coulomb (G : Recip d) := fun G => by
    unfold coulomb
    positivity
  have hmode := fun G : S => coulomb_le_and_eq_iff hpos
    (hg.2 ⟨(G : Recip d), Finset.mem_coe.2 G.2, rfl⟩)
  -- every plane wave contributes a nonnegative amount to the deficit
  have hterm : ∀ (δ : Coeffs S) (G : S),
      0 ≤ ((4 * π / g ^ 2) ^ 2 - coulomb (G : Recip d) ^ 2) * ‖δ G‖ ^ 2 := fun δ G =>
    mul_nonneg (sub_nonneg.2 (pow_le_pow_left₀ (hv G) (hmode G).1 2)) (sq_nonneg _)
  have hbound : ∀ δ : Coeffs S, ‖poissonSolve S δ‖ ≤ 4 * π / g ^ 2 * ‖δ‖ := by
    intro δ
    have h := Finset.sum_nonneg fun G (_ : G ∈ Finset.univ) => hterm δ G
    rw [← deficit_eq_sum δ (4 * π / g ^ 2)] at h
    refine (pow_le_pow_iff_left₀ (norm_nonneg _) (mul_nonneg hc (norm_nonneg _))
      two_ne_zero).1 ?_
    rw [mul_pow]
    linarith
  -- equality forces every contribution to vanish
  have hattain : ∀ δ : Coeffs S, ‖poissonSolve S δ‖ = 4 * π / g ^ 2 * ‖δ‖ ↔
      ∀ G : S, δ G ≠ 0 → ‖(G : Recip d)‖ = g := by
    intro δ
    have hsum := deficit_eq_sum δ (4 * π / g ^ 2)
    constructor
    · intro h G hG
      rw [h, mul_pow, sub_self] at hsum
      have hz := (Finset.sum_eq_zero_iff_of_nonneg fun G _ => hterm δ G).1 hsum.symm
        G (Finset.mem_univ G)
      rcases mul_eq_zero.1 hz with h1 | h1
      · exact (hmode G).2.1
          ((pow_left_inj₀ (hv G) hc two_ne_zero).1 (sub_eq_zero.1 h1).symm)
      · exact (hG (by simpa using h1)).elim
    · intro h
      have hz : ∑ G : S, ((4 * π / g ^ 2) ^ 2 - coulomb (G : Recip d) ^ 2) * ‖δ G‖ ^ 2 = 0 := by
        refine Finset.sum_eq_zero fun G _ => ?_
        by_cases hG : δ G = 0
        · simp [hG]
        · rw [(hmode G).2.2 (h G hG), sub_self, zero_mul]
      rw [hz] at hsum
      refine (pow_left_inj₀ (norm_nonneg _) (mul_nonneg hc (norm_nonneg _)) two_ne_zero).1 ?_
      rw [mul_pow]
      linarith
  refine ⟨le_antisymm (ContinuousLinearMap.opNorm_le_bound _ hc hbound) ?_, hattain⟩
  -- a single plane wave of shortest length attains the bound
  obtain ⟨G₀, hG₀, hnorm⟩ := hg.1
  let K : S := ⟨G₀, Finset.mem_coe.1 hG₀⟩
  have hone : ‖(EuclideanSpace.single K (1 : ℂ) : Coeffs S)‖ = 1 := by simp
  have heq := (hattain (EuclideanSpace.single K (1 : ℂ))).2 (by
    intro G hG
    have hGK : G = K := by
      by_contra hne
      exact hG (by simp [hne])
    rw [hGK]
    exact hnorm)
  have hle := (poissonSolve S).le_opNorm (EuclideanSpace.single K (1 : ℂ))
  rw [heq, hone, mul_one, mul_one] at hle
  exact hle

/-- If the shortest reciprocal vector has length `2π / L`, the operator norm of the Poisson
solve is `L² / π`. -/
theorem poissonSolve_norm_of_length {L : ℝ} (h0 : (0 : Recip d) ∉ S)
    (hg : IsLeast (norm '' (S : Set (Recip d))) (2 * π / L)) :
    ‖poissonSolve S‖ = L ^ 2 / π := by
  rw [(poissonSolve_sharp_stability h0 hg).1]
  have hL : L ≠ 0 := by
    rintro rfl
    have h := shortest_pos h0 hg
    simp at h
  have hpi : π ≠ 0 := Real.pi_ne_zero
  field_simp
  norm_num

end

end PoissonStability
```

```lean
#print axioms PoissonStability.eq_poissonSolve_iff
#print axioms PoissonStability.poissonSolve_norm_of_length
```

```
'PoissonStability.eq_poissonSolve_iff' depends on axioms: [propext, Classical.choice, Quot.sound]
'PoissonStability.poissonSolve_norm_of_length' depends on axioms: [propext, Classical.choice, Quot.sound]
```

### How the Lean statement describes the density and its error

`Recip d` is $\mathbb{R}^d$ with its Euclidean norm, and `S` is a finite set of vectors in it. `Coeffs S` is the space of complex coefficients, one for each element of `S`, with the $\ell^2$ norm used above. An index `G : S` is a vector together with the fact that it belongs to `S`; the expression `(G : Recip d)` recovers the vector itself.

`coulomb G` is $v_G$, and `poissonSolve S` is $P$. Its type `Coeffs S →L[ℂ] Coeffs S` is that of continuous complex-linear maps, so `‖poissonSolve S‖` is the true operator norm, the smallest constant that bounds the amplification of every coefficient vector.

The main theorem, `poissonSolve_sharp_stability`, has two hypotheses:

- `h0` says that the zero vector is not in `S`. Physically, the mean charge is left out, as for a neutral cell or one with a compensating uniform background, and the constant offset of the potential is left out with it.
- `hg` says that `g` is the least element of the set of norms. It is a lower bound and some vector in `S` attains it, so `S` is nonempty and a separate assumption is not needed.

The conclusion has two parts: the value of the operator norm, and the equivalence for every `δ`. The zero error satisfies both sides of the equivalence trivially. A set with a single vector is allowed, and then every error is amplified by the full factor.

The factor $4\pi$ is kept in every dimension $d$, as a convention for the equation being solved. `S` need not come from a lattice, nor contain $-G$ along with $G$, and the coefficients need not belong to a real density. If $-G_0$ is in `S` too, the real wave $\cos(G_0\cdot r)$, with coefficients $1/2$ at $\pm G_0$, meets the equality condition, so restricting to real densities does not improve the constant in that case.

The model has exact arithmetic and a fixed finite set of waves. Rounding, aliasing on a real-space grid and the error from truncating the plane-wave expansion are not part of it.

### From single waves to the operator norm

**The map solves the right equation.** `eq_poissonSolve_iff` shows that `V` is the output of `poissonSolve` exactly when $\|G\|^2V_G=4\pi\rho_G$ for every `G`. This gives both existence and uniqueness of the solution. The proof first derives $\|G\|\neq0$ from `h0`, then clears the denominator in each direction. The main theorem does not use this lemma; its role is to tie the definition to the Poisson equation.

**The largest factor.** `shortest_pos` obtains $g>0$ from the fact that $g$ is the norm of some nonzero vector in `S`. `coulomb_le_and_eq_iff` then proves $v_G\le 4\pi/g^2$ together with its equality case. The inequality is closed by `gcongr`, which reduces it to $g\le\|G\|$. For equality, the proof cross-multiplies, cancels $4\pi$ and takes the square root of $g^2=\|G\|^2$ through `pow_left_inj₀`, which applies because both lengths are nonnegative.

**The deficit identity.** `deficit_eq_sum` is the displayed formula for $c^2\|\delta\|^2-\|P\delta\|^2$, valid for any real $c$. It writes both squared norms as sums with `EuclideanSpace.norm_sq_eq`, combines them into one sum and compares the terms.

**The bound and its equality case.** Within the main proof, `hterm` states that each term of the deficit is nonnegative when $c=4\pi/g^2$. Summing gives `hbound`, after passing from squares back to norms. For `hattain`, the forward direction inserts the assumed equality into the deficit identity, so the sum is zero. `Finset.sum_eq_zero_iff_of_nonneg` then makes each term zero, and the case split on the product leaves either $v_G=c$ or $\delta_G=0$. The reverse direction checks that every term vanishes for an error supported on the shortest vectors.

**The exact norm.** `ContinuousLinearMap.opNorm_le_bound` turns `hbound` into the upper bound on the operator norm. For the lower bound, `EuclideanSpace.single K 1` is the unit plane wave at a shortest vector `G₀`. It has norm $1$, `hattain` gives the norm of its image, and `le_opNorm` says that the operator norm is at least that large.

**The cell length.** `poissonSolve_norm_of_length` substitutes $g=2\pi/L$ and simplifies to $L^2/\pi$. That $L\neq0$ is derived from the positivity of the shortest length and is not assumed.

### A zero wavevector breaks the formula

Suppose `h0` is dropped, and take $d=1$ and $S=\{0,1\}$. The smallest norm is now $g=0$, and $4\pi/g^2$ has no meaning as a physical amplification. Lean assigns the value $0$ to a division by zero, so the theorem would claim that the operator norm is $0$. But the wave with $G=1$ is still multiplied by $4\pi$, and the claim is false.

The equation itself also fails at the zero vector, where it reads $0\cdot V_0=4\pi\rho_0$. It has no solution if $\rho_0\neq0$, and if $\rho_0=0$ every value of $V_0$ solves it.

### All nonzero reciprocal lattice vectors at once

Another model would take the whole reciprocal lattice without its origin, with square-summable coefficients in place of a finite list. The smallest length $g$ would then come from the discreteness of the lattice. Continuity of the map, automatic in the finite-dimensional space used here, would have to be proved from the bound $v_G\le4\pi/g^2$, and the deficit would become a convergent infinite series. The comparison wave by wave would lead to the same constant and the same equality condition, and the result would then cover densities with no plane-wave cutoff.
